# A two-dimensional lattice has σ(N) distinct supercell lattices whose cell holds N ≥ 1 primitive cells

To list the possible periodicities of an ordered surface alloy with $N$ primitive cells per repeat unit, I loop over the divisors $a$ of $N$, set $d=N/a$, and let $b$ run from $0$ to $a-1$. In the primitive basis, each pass gives the supercell vectors $(a,0)$ and $(b,d)$. The loop should produce every supercell lattice of area $N$, measured in primitive cells, exactly once, so their number should be $\sigma(N)$, the sum of the divisors of $N$. Can this be proved rigorously, with a proof that a machine has checked?

## Every supercell lattice has exactly one reduced triangular basis

Yes. Call $(a,b,d)$ a reduced triple if $a,d>0$, $ad=N$ and $0\le b<a$.

**No lattice appears twice.** Suppose $(a,b,d)$ and $(a',b',d')$ generate the same lattice. Then $(a',0)=m(a,0)+n(b,d)$ for integers $m,n$. The second component gives $nd=0$, so $n=0$ and $a'=ma$. Likewise $(b',d')=k(a,0)+l(b,d)$ gives $d'=ld$. So $a\mid a'$ and $d\mid d'$. Exchanging the triples gives the reverse divisibilities, and positivity gives $a=a'$, $d=d'$. Now write $(b',d)=m(a,0)+n(b,d)$. Here $n=1$ and $b'-b=ma$. Both offsets lie in $[0,a)$, so $m=0$ and $b=b'$.

**No lattice is missed.** Let $u=(u_1,u_2)$ and $v=(v_1,v_2)$ satisfy $|u_1v_2-u_2v_1|=N\ge1$. Put $g=\gcd(u_2,v_2)$, which is positive because the determinant is nonzero. Write $u_2=gp$, $v_2=gq$, with $ps+qt=1$ by Bezout's identity. With $D=qu_1-pv_1$, define
$$x=qu-pv=(D,0),\qquad w=su+tv=(su_1+tv_1,\,g).$$
These generate the same lattice, since $u=tx+pw$ and $v=-sx+qw$. The determinant is $gD$, so $A=|D|$ satisfies $Ag=N$. Replace $x$ by $(A,0)$, changing its sign if necessary, and subtract a multiple of it from $w$ to bring the first component to some $b\in[0,A)$. The result is the reduced triple $(A,b,g)$.

**The count.** Conversely, a reduced triple spans a cell of area $ad=N$. Each divisor $a$ fixes $d$ and leaves $a$ choices of $b$, so the total is $\sum_{a\mid N}a=\sigma(N)$. When $N$ is prime this is $N+1$.

```lean
import Mathlib

open Finset

namespace SupercellCount

/-- The lattice of all integer combinations of two supercell vectors `u` and `v` in `ℤ²`. -/
def supercell (u v : ℤ × ℤ) : Submodule ℤ (ℤ × ℤ) := Submodule.span ℤ {u, v}

/-- The area of the cell spanned by `u` and `v`, in units of the primitive cell. -/
def cellArea (u v : ℤ × ℤ) : ℤ := |u.1 * v.2 - u.2 * v.1|

/-- The integer triples `(a, b, d)` with `a, d > 0`, `a d = N` and `0 ≤ b < a`. -/
def reducedTriples (N : ℕ) : Set (ℤ × ℤ × ℤ) :=
  {t | 0 < t.1 ∧ 0 < t.2.2 ∧ t.1 * t.2.2 = N ∧ 0 ≤ t.2.1 ∧ t.2.1 < t.1}

/-- The lattice generated by `(a, 0)` and `(b, d)`, for a triple `(a, b, d)`. -/
def tripleCell (t : ℤ × ℤ × ℤ) : Submodule ℤ (ℤ × ℤ) :=
  supercell (t.1, 0) (t.2.1, t.2.2)

/-- The lattices generated by some pair of integer vectors whose cell has area `N`. -/
def supercellsOfArea (N : ℕ) : Set (Submodule ℤ (ℤ × ℤ)) :=
  {L | ∃ u v, cellArea u v = N ∧ L = supercell u v}

/-- A vector belongs to the supercell lattice exactly when its two components are
the same integer combination of those of `u` and `v`. -/
theorem mem_supercell {u v x : ℤ × ℤ} : x ∈ supercell u v ↔
    ∃ m n : ℤ, m * u.1 + n * v.1 = x.1 ∧ m * u.2 + n * v.2 = x.2 := by
  simp only [supercell, Submodule.mem_span_pair, Prod.ext_iff, Prod.fst_add, Prod.snd_add,
    Prod.smul_fst, Prod.smul_snd, smul_eq_mul]

/-- A lattice that contains both supercell vectors contains the whole supercell lattice. -/
theorem supercell_le {u v : ℤ × ℤ} {L : Submodule ℤ (ℤ × ℤ)} (hu : u ∈ L) (hv : v ∈ L) :
    supercell u v ≤ L := by
  refine Submodule.span_le.2 fun x hx => ?_
  simp only [Set.mem_insert_iff, Set.mem_singleton_iff] at hx
  rcases hx with h | h
  · rw [h]; exact hu
  · rw [h]; exact hv

/-- If the lattice of `(a', b', d')` lies inside that of `(a, b, d)` and `d ≠ 0`,
then `a` divides `a'` and `d` divides `d'`. -/
theorem dvd_of_nested {a b d a' b' d' : ℤ} (hd : d ≠ 0)
    (h : tripleCell (a', b', d') ≤ tripleCell (a, b, d)) : a ∣ a' ∧ d ∣ d' := by
  have h1 : ((a', 0) : ℤ × ℤ) ∈ tripleCell (a, b, d) :=
    h (mem_supercell.2 ⟨1, 0, by simp, by simp⟩)
  have h2 : ((b', d') : ℤ × ℤ) ∈ tripleCell (a, b, d) :=
    h (mem_supercell.2 ⟨0, 1, by simp, by simp⟩)
  obtain ⟨m, n, hm, hn⟩ := mem_supercell.1 h1
  obtain ⟨k, l, -, hl⟩ := mem_supercell.1 h2
  dsimp only at hm hn hl
  have hn0 : n = 0 := by
    have : n * d = 0 := by linarith
    exact (mul_eq_zero.1 this).resolve_right hd
  subst hn0
  exact ⟨⟨m, by linarith⟩, ⟨l, by linarith⟩⟩

/-- Distinct reduced triples with `a d = N` generate distinct sublattices of `ℤ²`. -/
theorem tripleCell_injOn (N : ℕ) : Set.InjOn tripleCell (reducedTriples N) := by
  rintro ⟨a, b, d⟩ ⟨ha, hd, -, hb, hba⟩ ⟨a', b', d'⟩ ⟨ha', hd', -, hb', hba'⟩ h
  dsimp only at ha hd hb hba ha' hd' hb' hba'
  -- mutual inclusion fixes the diagonal entries
  obtain ⟨h1, h2⟩ := dvd_of_nested hd.ne' h.ge
  obtain ⟨h3, h4⟩ := dvd_of_nested hd'.ne' h.le
  have haa : a = a' := Int.dvd_antisymm ha.le ha'.le h1 h3
  have hdd : d = d' := Int.dvd_antisymm hd.le hd'.le h2 h4
  subst haa hdd
  -- the offsets differ by a multiple of `a`, which must vanish
  have hmem : ((b', d) : ℤ × ℤ) ∈ tripleCell (a, b, d) := by
    rw [h]
    exact mem_supercell.2 ⟨0, 1, by simp, by simp⟩
  obtain ⟨m, n, hm, hn⟩ := mem_supercell.1 hmem
  dsimp only at hm hn
  have hn1 : n = 1 := mul_right_cancel₀ hd.ne' (by linarith : n * d = 1 * d)
  subst hn1
  have hm1 : m < 1 := by by_contra hc; nlinarith
  have hm2 : -1 < m := by by_contra hc; nlinarith
  have hm0 : m = 0 := by omega
  subst hm0
  have hbb : b = b' := by linarith
  rw [hbb]

/-- For `N ≥ 1` the number of reduced triples is the sum of the divisors of `N`. -/
theorem ncard_reducedTriples {N : ℕ} (hN : 0 < N) :
    (reducedTriples N).ncard = ∑ a ∈ N.divisors, a := by
  -- choose a divisor `a`, then one of the `a` offsets `b`
  let f : (Σ _ : ℕ, ℕ) → ℤ × ℤ × ℤ := fun p => ((p.1 : ℤ), (p.2 : ℤ), ((N / p.1 : ℕ) : ℤ))
  have hf : Function.Injective f := by
    rintro ⟨a, b⟩ ⟨a', b'⟩ h
    simp only [f, Prod.mk.injEq, Nat.cast_inj] at h
    obtain ⟨rfl, rfl, -⟩ := h
    rfl
  have hset : reducedTriples N =
      ↑((N.divisors.sigma fun a => Finset.range a).image f) := by
    ext ⟨a, b, d⟩
    simp only [Finset.coe_image, Set.mem_image, Finset.mem_coe, Finset.mem_sigma,
      Finset.mem_range, Nat.mem_divisors]
    constructor
    · rintro ⟨ha, hd, had, hb, hba⟩
      dsimp only at ha hd had hb hba
      lift a to ℕ using ha.le
      lift b to ℕ using hb
      lift d to ℕ using hd.le
      have had' : a * d = N := by exact_mod_cast had
      have ha' : 0 < a := by exact_mod_cast ha
      have hq : N / a = d := by rw [← had']; exact Nat.mul_div_cancel_left d ha'
      refine ⟨⟨a, b⟩, ⟨⟨⟨d, had'.symm⟩, hN.ne'⟩, by exact_mod_cast hba⟩, ?_⟩
      simp only [f, hq]
    · rintro ⟨⟨a', b'⟩, ⟨⟨hdiv, -⟩, hb⟩, h⟩
      dsimp only at hdiv hb
      simp only [f, Prod.mk.injEq] at h
      obtain ⟨rfl, rfl, rfl⟩ := h
      have ha : 0 < a' := Nat.pos_of_dvd_of_pos hdiv hN
      have hq : 0 < N / a' := Nat.div_pos (Nat.le_of_dvd hN hdiv) ha
      have hm : a' * (N / a') = N := Nat.mul_div_cancel' hdiv
      have hm' : (a' : ℤ) * ((N / a' : ℕ) : ℤ) = (N : ℤ) := by rw [← Nat.cast_mul, hm]
      exact ⟨Int.natCast_pos.2 ha, Int.natCast_pos.2 hq, hm',
        Int.natCast_nonneg b', Int.ofNat_lt.2 hb⟩
  rw [hset, Set.ncard_coe_finset, Finset.card_image_of_injective _ hf, Finset.card_sigma]
  simp only [Finset.card_range]

/-- Every supercell lattice of area `N ≥ 1` is generated by `(a, 0)` and `(b, d)` for some
reduced triple with `a d = N`. -/
theorem exists_reducedTriple {N : ℕ} (hN : 0 < N) {u v : ℤ × ℤ} (h : cellArea u v = N) :
    ∃ t ∈ reducedTriples N, tripleCell t = supercell u v := by
  obtain ⟨u1, u2⟩ := u
  obtain ⟨v1, v2⟩ := v
  change |u1 * v2 - u2 * v1| = (N : ℤ) at h
  -- Bezout's identity for the second components
  obtain ⟨g, p, q, s, t, hg, rfl, rfl, hst⟩ : ∃ g p q s t : ℤ,
      0 ≤ g ∧ u2 = g * p ∧ v2 = g * q ∧ g = u2 * s + v2 * t := by
    obtain ⟨p, hp⟩ : (Int.gcd u2 v2 : ℤ) ∣ u2 := Int.gcd_dvd_left ..
    obtain ⟨q, hq⟩ : (Int.gcd u2 v2 : ℤ) ∣ v2 := Int.gcd_dvd_right ..
    exact ⟨Int.gcd u2 v2, p, q, _, _, Int.natCast_nonneg _, hp, hq, Int.gcd_eq_gcd_ab u2 v2⟩
  have hdet : u1 * (g * q) - g * p * v1 = g * (q * u1 - p * v1) := by ring
  rw [hdet, abs_mul, abs_of_nonneg hg] at h
  have hN' : (0 : ℤ) < N := by exact_mod_cast hN
  have hg0 : g ≠ 0 := by
    intro h0
    rw [h0, zero_mul] at h
    omega
  have hpq : p * s + q * t = 1 := mul_left_cancel₀ hg0 (by linear_combination -hst)
  obtain ⟨e, he, hA⟩ : ∃ e : ℤ, e * e = 1 ∧
      |q * u1 - p * v1| = e * (q * u1 - p * v1) := by
    rcases abs_choice (q * u1 - p * v1) with hk | hk
    · exact ⟨1, by norm_num, by linarith⟩
    · exact ⟨-1, by norm_num, by linarith⟩
  have hA0 : 0 ≤ |q * u1 - p * v1| := abs_nonneg _
  generalize |q * u1 - p * v1| = A at h hA hA0
  have hApos : 0 < A := by
    refine lt_of_le_of_ne hA0 fun h0 => ?_
    rw [← h0, mul_zero] at h
    omega
  -- reduce the offset modulo `A`
  obtain ⟨b, c, hb, hbA, hw⟩ : ∃ b c : ℤ, 0 ≤ b ∧ b < A ∧ b = s * u1 + t * v1 - A * c :=
    ⟨_, _, Int.emod_nonneg _ hApos.ne', Int.emod_lt_of_pos _ hApos, Int.emod_def _ _⟩
  refine ⟨(A, b, g), ⟨hApos, lt_of_le_of_ne hg hg0.symm, by rw [mul_comm]; exact h, hb, hbA⟩, ?_⟩
  change supercell (A, 0) (b, g) = supercell (u1, g * p) (v1, g * q)
  -- each basis is an integer combination of the other
  apply le_antisymm
  · apply supercell_le
    · refine mem_supercell.2 ⟨e * q, -e * p, ?_, ?_⟩ <;> dsimp only
      · linear_combination -hA
      · ring
    · refine mem_supercell.2 ⟨s - c * e * q, t + c * e * p, ?_, ?_⟩ <;> dsimp only
      · linear_combination -hw + c * hA
      · linear_combination g * hpq
  · apply supercell_le
    · refine mem_supercell.2 ⟨p * c + t * e, p, ?_, ?_⟩ <;> dsimp only
      · linear_combination p * hw + t * e * hA + t * (q * u1 - p * v1) * he + u1 * hpq
      · ring
    · refine mem_supercell.2 ⟨q * c - s * e, q, ?_, ?_⟩ <;> dsimp only
      · linear_combination q * hw - s * e * hA - s * (q * u1 - p * v1) * he + v1 * hpq
      · ring

/-- For `N ≥ 1` the number of distinct supercell lattices of area `N` in `ℤ²` is the sum of
the divisors of `N`. -/
theorem ncard_supercellsOfArea {N : ℕ} (hN : 0 < N) :
    (supercellsOfArea N).ncard = ∑ a ∈ N.divisors, a := by
  have himage : supercellsOfArea N = tripleCell '' reducedTriples N := by
    ext L
    constructor
    · rintro ⟨u, v, h, rfl⟩
      exact exists_reducedTriple hN h
    · rintro ⟨⟨a, b, d⟩, ⟨-, -, had, -, -⟩, rfl⟩
      refine ⟨(a, 0), (b, d), ?_, rfl⟩
      change |a * d - 0 * b| = (N : ℤ)
      change a * d = (N : ℤ) at had
      rw [zero_mul, sub_zero, had]
      exact abs_of_nonneg (Int.natCast_nonneg N)
  rw [himage, (tripleCell_injOn N).ncard_image, ncard_reducedTriples hN]

/-- For a prime `p` there are exactly `p + 1` distinct supercell lattices of area `p`. -/
theorem ncard_supercellsOfArea_prime {p : ℕ} (hp : p.Prime) :
    (supercellsOfArea p).ncard = p + 1 := by
  rw [ncard_supercellsOfArea hp.pos, Nat.Prime.divisors hp, Finset.sum_pair hp.one_lt.ne,
    add_comm]

end SupercellCount
```

```lean
#print axioms SupercellCount.ncard_supercellsOfArea_prime
```

```
'SupercellCount.ncard_supercellsOfArea_prime' depends on axioms: [propext, Classical.choice, Quot.sound]
```

## What is being counted

`supercell u v` is the set of integer combinations of two vectors in `ℤ × ℤ`, whose entries are coordinates in the primitive basis. The type `Submodule ℤ (ℤ × ℤ)` makes two supercells equal when they contain the same lattice points, whichever basis describes them. `cellArea` is the absolute determinant, in units of the primitive cell.

`tripleCell_injOn` says that distinct reduced triples generate distinct lattices, and `ncard_reducedTriples` counts the triples. `ncard_supercellsOfArea` counts all lattices generated by some integer pair of area `N`, for `0 < N`.

The model is two-dimensional and contains only translations. Lattices related by a rotation or reflection of the crystal count separately, and atomic decorations do not enter.

## From the hand argument to the Lean proof

`mem_supercell` turns membership into two integer equations, and `supercell_le` reduces inclusion of lattices to a check on two generators. `dvd_of_nested` is the divisibility argument; `tripleCell_injOn` applies it in both directions and then uses `nlinarith` to confine `m` strictly between $-1$ and $1$.

`ncard_reducedTriples` matches triples with pairs of a divisor and an offset. In `exists_reducedTriple`, `e` is the sign with $A=eD$ and `c` is the quotient in the reduction of the offset. The `linear_combination` steps verify that each basis is an integer combination of the other. Finally, `ncard_supercellsOfArea` identifies the lattices with the image of the triples, and injectivity carries the count across.

## The loop at small areas

For $N=2$ the loop returns $(1,0,2)$, $(2,0,1)$ and $(2,1,1)$: two stripe cells and, on a square lattice, the checkerboard cell. A $90^\circ$ rotation of the square lattice exchanges the stripes, so a later symmetry reduction leaves two classes there. For $N=4$ the loop must return $1+2+4=7$ cells before any such reduction, which is a quick check on an enumeration code.
